# Over one period of a one-dimensional density, e_n η + e_g η′ and the GGA potential times η have equal integrals

In a generalised-gradient approximation (GGA) in one dimension, the energy density e(n, g) depends on the density n and its gradient g = n′, and the potential is v = e_n − d/dx e_g, with e_n and e_g taken at (n(x), n′(x)). The declaration `first_variation` states that ∫ (e_n η + e_g η′) dx = ∫ v η dx over any interval from a to a + L. Here n is twice and η once continuously differentiable, both have period L, and e is twice continuously differentiable at every point (n(x), n′(x)). The proof subtracts the two integrals, recognises the difference of the integrands as the derivative of e_g η, and applies the fundamental theorem of calculus, after which the endpoint values cancel by periodicity.

An attempt in Lean 4 with a fault in it:

```lean
import Mathlib

open MeasureTheory

namespace GGAZeroForce

noncomputable section

/-- The partial derivative `e_n` of an energy density `e(n, g)` with respect to the density. -/
def densityPartial (e : ℝ × ℝ → ℝ) (p : ℝ × ℝ) : ℝ := fderiv ℝ e p (1, 0)

/-- The partial derivative `e_g` of an energy density `e(n, g)` with respect to the gradient. -/
def gradientPartial (e : ℝ × ℝ → ℝ) (p : ℝ × ℝ) : ℝ := fderiv ℝ e p (0, 1)

/-- The GGA potential `v = e_n(n, n') - d/dx e_g(n, n')`. -/
def ggaPotential (e : ℝ × ℝ → ℝ) (n : ℝ → ℝ) (x : ℝ) : ℝ :=
  densityPartial e (n x, deriv n x) - deriv (fun y => gradientPartial e (n y, deriv n y)) x

variable {e : ℝ × ℝ → ℝ} {n : ℝ → ℝ} {L : ℝ}

/-- Each directional derivative of the energy density, evaluated along the density profile,
is a continuously differentiable function of position. -/
theorem contDiff_partial (hn : ContDiff ℝ 2 n)
    (he : ∀ x, ContDiffAt ℝ 2 e (n x, deriv n x)) (u : ℝ × ℝ) :
    ContDiff ℝ 1 (fun y => fderiv ℝ e (n y, deriv n y) u) := by
  have hn' : ContDiff ℝ (1 + 1) n := by rw [one_add_one_eq_two]; exact hn
  have hd : ContDiff ℝ 1 (deriv n) := (contDiff_succ_iff_deriv.1 hn').2.2
  refine contDiff_iff_contDiffAt.2 fun x => ?_
  have h1 : ContDiffAt ℝ 1 (fderiv ℝ e) (n x, deriv n x) :=
    (he x).fderiv_right (le_of_eq one_add_one_eq_two)
  have h2 : ContDiffAt ℝ 1 (fun y => (n y, deriv n y)) x :=
    (hn.of_le one_le_two).contDiffAt.prodMk hd.contDiffAt
  exact (h1.comp x h2).clm_apply contDiffAt_const

/-- The GGA potential is a continuous function of position. -/
theorem continuous_ggaPotential (hn : ContDiff ℝ 2 n)
    (he : ∀ x, ContDiffAt ℝ 2 e (n x, deriv n x)) : Continuous (ggaPotential e n) :=
  (contDiff_partial hn he (1, 0)).continuous.sub
    ((contDiff_partial hn he (0, 1)).continuous_deriv (by simp))

/-- For a periodic change `η` of a periodic density, the integral `∫ (e_n η + e_g η')` over one
period equals `∫ v η`. -/
theorem first_variation (hn : ContDiff ℝ 2 n) (he : ∀ x, ContDiffAt ℝ 2 e (n x, deriv n x))
    (hper : Function.Periodic n L) {η : ℝ → ℝ} (hη : ContDiff ℝ 1 η)
    (hηper : Function.Periodic η L) (a : ℝ) :
    ∫ x in a..(a + L), (densityPartial e (n x, deriv n x) * η x
        + gradientPartial e (n x, deriv n x) * deriv η x)
      = ∫ x in a..(a + L), ggaPotential e n x * η x := by
  have hN : Continuous (fun y => densityPartial e (n y, deriv n y)) :=
    (contDiff_partial hn he (1, 0)).continuous
  have hG : ContDiff ℝ 1 (fun y => gradientPartial e (n y, deriv n y)) :=
    contDiff_partial hn he (0, 1)
  have hη' : Continuous (deriv η) := hη.continuous_deriv (by simp)
  have c1 : Continuous (fun x => densityPartial e (n x, deriv n x) * η x
      + gradientPartial e (n x, deriv n x) * deriv η x) :=
    (hN.mul hη.continuous).add (hG.continuous.mul hη')
  have c2 : Continuous (fun x => ggaPotential e n x * η x) :=
    (continuous_ggaPotential hn he).mul hη.continuous
  have h0 : n (a + L) = n a := hper a
  have hshift : (fun y => n (y + L)) = n := funext hper
  have h1 : deriv n (a + L) = deriv n a := by
    rw [← deriv_comp_add_const, hshift]
  have h2 : η (a + L) = η a := hηper a
  rw [← sub_eq_zero, ← intervalIntegral.integral_sub
    (c1.intervalIntegrable _ _) (c2.intervalIntegrable _ _)]
  -- the difference of the integrands is the derivative of `e_g η`
  rw [intervalIntegral.integral_eq_sub_of_hasDerivAt
    (f := fun x => gradientPartial e (n x, deriv n x) * η x)
    (fun x _ => ((hG.differentiable (by simp) x).hasDerivAt.fun_mul
      (hη.differentiable (by simp) x).hasDerivAt).congr_deriv
        (by unfold ggaPotential; ring))
    ((c1.sub c2).intervalIntegrable _ _)]
  simp only [h0, h1, h2, sub_self]

end

end GGAZeroForce
```

Messages:

```
Main.lean:67:6: error: Tactic `rewrite` failed: Did not find an occurrence of the pattern
  ∫ (y : ℝ) in ?m.478..?m.479,
    ((fun x => densityPartial e (n x, deriv n x) * η x + gradientPartial e (n x, deriv n x) * deriv η x) - fun x =>
        ggaPotential e n x * η x)
      y
in the target expression
  ∫ (x : ℝ) in a..a + L,
      densityPartial e (n x, deriv n x) * η x + gradientPartial e (n x, deriv n x) * deriv η x -
        ggaPotential e n x * η x =
    0

e : ℝ × ℝ → ℝ
n : ℝ → ℝ
L : ℝ
hn : ContDiff ℝ 2 n
he : ∀ (x : ℝ), ContDiffAt ℝ 2 e (n x, deriv n x)
hper : Function.Periodic n L
η : ℝ → ℝ
hη : ContDiff ℝ 1 η
hηper : Function.Periodic η L
a : ℝ
hN : Continuous fun y => densityPartial e (n y, deriv n y)
hG : ContDiff ℝ 1 fun y => gradientPartial e (n y, deriv n y)
hη' : Continuous (deriv η)
c1 : Continuous fun x => densityPartial e (n x, deriv n x) * η x + gradientPartial e (n x, deriv n x) * deriv η x
c2 : Continuous fun x => ggaPotential e n x * η x
h0 : n (a + L) = n a
hshift : (fun y => n (y + L)) = n
h1 : deriv n (a + L) = deriv n a
h2 : η (a + L) = η a
⊢ ∫ (x : ℝ) in a..a + L,
      densityPartial e (n x, deriv n x) * η x + gradientPartial e (n x, deriv n x) * deriv η x -
        ggaPotential e n x * η x =
    0
```

Diagnosis. The message says that `rw` could not find the left side of `intervalIntegral.integral_eq_sub_of_hasDerivAt` in the goal. The two integrands are equal by definition but written differently. The lemma's pattern has a difference of two functions, applied to `y`, while the goal has the difference of their values at `x`. The pattern got its form from `c1.sub c2`, since the derivative argument, built with `congr_deriv`, did not itself say how the derivative was to be written. The search done by `rw` does not unfold the subtraction of functions to make the two forms match.

The repair first proves `hD`, whose type writes the derivative out as the pointwise difference found in the goal. Passed to the lemma, `hD` fixes the integrand in that form, so the pattern is found. The integrability proof from `c1.sub c2` can stay as it was, because an argument's type need only agree by definition. The explicit `(f := ...)` is dropped because `hD` already names the function; that part is mere tidying.

The mended proof, as a diff:

```diff
@@ -65,9 +65,11 @@
     (c1.intervalIntegrable _ _) (c2.intervalIntegrable _ _)]
   -- the difference of the integrands is the derivative of `e_g η`
-  rw [intervalIntegral.integral_eq_sub_of_hasDerivAt
-    (f := fun x => gradientPartial e (n x, deriv n x) * η x)
-    (fun x _ => ((hG.differentiable (by simp) x).hasDerivAt.fun_mul
+  have hD : ∀ x, HasDerivAt (fun y => gradientPartial e (n y, deriv n y) * η y)
+      (densityPartial e (n x, deriv n x) * η x
+        + gradientPartial e (n x, deriv n x) * deriv η x - ggaPotential e n x * η x) x :=
+    fun x => ((hG.differentiable (by simp) x).hasDerivAt.fun_mul
       (hη.differentiable (by simp) x).hasDerivAt).congr_deriv
-        (by unfold ggaPotential; ring))
+        (by unfold ggaPotential; ring)
+  rw [intervalIntegral.integral_eq_sub_of_hasDerivAt (fun x _ => hD x)
     ((c1.sub c2).intervalIntegrable _ _)]
   simp only [h0, h1, h2, sub_self]
```
